# For $L \ge S$, the state with $J = M_J = L-S$ has weight $(2L-2S+1)/(2L+1)$ on the product state $M_L = L$, $M_S = -S$

A density functional calculation on Pr³⁺ can be set up by placing the two 4f electrons in the orbitals $m_l = 3$ and $m_l = 2$, both with spin down. This determinant has $M_L = 5$ and $M_S = -1$, and it is then used as a stand-in for the $J = 4$ ground level. The step replaces a coupled state by one of its components, and the size of that component is known in closed form.

Let $L \ge S \ge 0$ be integers or half-integers, and let $\psi$ be a unit vector in the product of a spin-$L$ and a spin-$S$ space, with $J_z\psi = (L-S)\psi$ and $J_+\psi = 0$. Then

$$|\langle M_L = L,\, M_S = -S\,|\,\psi\rangle|^2 = \frac{2L-2S+1}{2L+1},$$

and all other product states together carry $2S/(2L+1)$. For fixed $L$ and $S$, this measures how far one Hund determinant is from the level that Hund's third rule selects in a less than half-filled shell.

## The factor 9/11 in a Pr³⁺ calculation

For Pr³⁺, $L = 5$ and $S = 1$, so the weight is $9/11$. The remaining $2/11$ is split into $9/55$ on $M_L = 4$, $M_S = 0$ and $1/55$ on $M_L = 3$, $M_S = 1$.

In a code that projects the determinant $\Phi$ on good angular momentum, the same number is the norm $\langle\Phi|P|\Phi\rangle$, where $P$ projects on $J = M_J = 4$. The projected energy $\langle\Phi|HP|\Phi\rangle/\langle\Phi|P|\Phi\rangle$ has it as its denominator. This holds if the 4f orbitals are spherical harmonics with a common radial function and the other shells are closed.

Without projection, the mismatch enters the spin–orbit energy. With the coupling $\lambda\,\mathbf L\cdot\mathbf S$, where $\lambda$ is the spin–orbit constant of the term, the determinant gives $-\lambda LS = -5\lambda$, while the $J = L-S$ level has $-\lambda S(L+1) = -6\lambda$.

## Recursion and telescoping sum

Write $a = 2L$ and $b = 2S$, so $b \le a$. Let $\psi_{ij}$ be the component of $\psi$ on the product state with $M_L = a/2 - i$ and $M_S = b/2 - j$.

The $J_z$ condition reads

$$\left(\tfrac{a}{2} - i + \tfrac{b}{2} - j\right)\psi_{ij} = \tfrac{a-b}{2}\,\psi_{ij}, \qquad\text{so}\qquad (b - i - j)\,\psi_{ij} = 0.$$

Only components with $i + j = b$ survive. Let $p_k = |\psi_{k,\,b-k}|^2$ for $0 \le k \le b$; this is the weight of $M_L = L-k$, $M_S = -S+k$, and $p_0$ is the quantity sought.

For $0 \le k < b$, take the component of $J_+\psi = 0$ with $i = k$ and $j = b-k-1$:

$$\sqrt{(k+1)(a-k)}\;\psi_{k+1,\,b-k-1} + \sqrt{(b-k)(k+1)}\;\psi_{k,\,b-k} = 0.$$

Move one term to the other side, take squared moduli and divide by $k+1$:

$$(a-k)\,p_{k+1} = (b-k)\,p_k.$$

Since $a+1-b = (a+1-k) - (b-k)$, this gives

$$(a+1-b)\,p_k = (a+1-k)\,p_k - (a-k)\,p_{k+1}.$$

The right side is a difference of consecutive terms of $(a+1-k)\,p_k$. Summing over $k = 0,\dots,b-1$ leaves

$$(a+1-b)\sum_{k=0}^{b-1} p_k = (a+1)\,p_0 - (a+1-b)\,p_b.$$

Adding $(a+1-b)\,p_b$ to both sides and using $\sum_{k=0}^{b} p_k = 1$ yields $a+1-b = (a+1)\,p_0$, which is the stated weight. The missed part is $1 - p_0 = b/(a+1)$.

Iterating the recursion gives the whole distribution,

$$p_k = p_0\,\binom{b}{k}\Big/\binom{a}{k},$$

and $b \le a$ makes every ratio at most 1, so no product state outweighs the Hund one.

At one end, $S = 0$ gives $p_0 = 1$. At the other, $L = S$ gives $J = 0$ and equal weights $1/(2L+1)$. The ground term of Eu³⁺ (4f⁶) has $L = S = 3$, and its Hund determinant carries only $1/7$ of the $J = 0$ state.

## The Lean file

```lean
import Mathlib

open Matrix
open scoped Kronecker

namespace HundProductWeight

noncomputable section

/-- The raising matrix of spin `d/2`; the index `i` labels the state with `M = d/2 - i`. -/
def raising (d : ℕ) : Matrix (Fin (d + 1)) (Fin (d + 1)) ℂ := fun i x =>
  if (i : ℕ) + 1 = (x : ℕ) then
    ((Real.sqrt ((((i : ℕ) : ℝ) + 1) * ((d : ℝ) - ((i : ℕ) : ℝ))) : ℝ) : ℂ) else 0

/-- The `z` component of spin `d/2`, diagonal with entries `M = d/2 - i`. -/
def spinZ (d : ℕ) : Matrix (Fin (d + 1)) (Fin (d + 1)) ℂ :=
  Matrix.diagonal fun i => (d : ℂ) / 2 - ((i : ℕ) : ℂ)

/-- The total operator `A ⊗ 1 + 1 ⊗ B` of an orbital and a spin operator. -/
def total {a b : ℕ} (A : Matrix (Fin (a + 1)) (Fin (a + 1)) ℂ)
    (B : Matrix (Fin (b + 1)) (Fin (b + 1)) ℂ) :
    Matrix (Fin (a + 1) × Fin (b + 1)) (Fin (a + 1) × Fin (b + 1)) ℂ :=
  A ⊗ₖ (1 : Matrix (Fin (b + 1)) (Fin (b + 1)) ℂ) +
    (1 : Matrix (Fin (a + 1)) (Fin (a + 1)) ℂ) ⊗ₖ B

/-- The product state with `M_L = a/2 - i` and `M_S = b/2 - j`. -/
def ket {a b : ℕ} (i : Fin (a + 1)) (j : Fin (b + 1)) : Fin (a + 1) × Fin (b + 1) → ℂ :=
  fun x => if x = (i, j) then 1 else 0

/-- The squared overlap of `ψ` with the product state `ket i j`. -/
def weight {a b : ℕ} (ψ : Fin (a + 1) × Fin (b + 1) → ℂ) (i : Fin (a + 1))
    (j : Fin (b + 1)) : ℝ := ‖star (ket i j) ⬝ᵥ ψ‖ ^ 2

/-- For `L = a/2` and `S = b/2`: a unit vector with total `J_z = L - S` that the total
raising operator annihilates. -/
structure IsHundLevelState (a b : ℕ) (ψ : Fin (a + 1) × Fin (b + 1) → ℂ) : Prop where
  unit : ∑ x, ‖ψ x‖ ^ 2 = 1
  jz : total (spinZ a) (spinZ b) *ᵥ ψ = (((a : ℂ) - (b : ℂ)) / 2) • ψ
  raise : total (raising a) (raising b) *ᵥ ψ = 0

variable {a b : ℕ} {ψ : Fin (a + 1) × Fin (b + 1) → ℂ}

/-- The weight of a product state is the squared modulus of the corresponding component. -/
theorem weight_eq (ψ : Fin (a + 1) × Fin (b + 1) → ℂ) (i : Fin (a + 1)) (j : Fin (b + 1)) :
    weight ψ i j = ‖ψ (i, j)‖ ^ 2 := by
  have h : star (ket i j) ⬝ᵥ ψ = ψ (i, j) := by
    rw [dotProduct, Finset.sum_eq_single (i, j)]
    · simp [ket]
    · intro x _ hx
      simp [ket, hx]
    · simp
  rw [weight, h]

/-- A total operator acts on the orbital index and on the spin index separately. -/
theorem total_mulVec (A : Matrix (Fin (a + 1)) (Fin (a + 1)) ℂ)
    (B : Matrix (Fin (b + 1)) (Fin (b + 1)) ℂ) (ψ : Fin (a + 1) × Fin (b + 1) → ℂ)
    (i : Fin (a + 1)) (j : Fin (b + 1)) :
    (total A B *ᵥ ψ) (i, j) = ∑ x, A i x * ψ (x, j) + ∑ y, B j y * ψ (i, y) := by
  simp only [total, Matrix.add_mulVec, Pi.add_apply]
  congr 1
  · simp [Matrix.mulVec, dotProduct, Fintype.sum_prod_type, Matrix.one_apply]
  · simp only [Matrix.mulVec, dotProduct, Fintype.sum_prod_type_right]
    simp [Matrix.one_apply]

/-- For `i' = i + 1`, component `i` of the raising matrix applied to `f` is a square root times
`f i'`, the component whose `M` is lower by one. -/
theorem raising_row (d : ℕ) (f : Fin (d + 1) → ℂ) (i i' : Fin (d + 1))
    (h : (i' : ℕ) = i + 1) : ∑ x, raising d i x * f x =
      ((Real.sqrt ((((i : ℕ) : ℝ) + 1) * ((d : ℝ) - ((i : ℕ) : ℝ))) : ℝ) : ℂ) * f i' := by
  rw [Finset.sum_eq_single i']
  · simp only [raising, if_pos h.symm]
  · intro x _ hx
    have hne : ¬ ((i : ℕ) + 1 = (x : ℕ)) := fun e => hx (Fin.ext (by omega))
    simp only [raising, if_neg hne, zero_mul]
  · simp

/-- Selection rule: only product states with `M_L + M_S = L - S` occur in a state `ψ` with
`IsHundLevelState a b ψ`. -/
theorem selection (hψ : IsHundLevelState a b ψ) (i : Fin (a + 1)) (j : Fin (b + 1))
    (hij : (i : ℕ) + j ≠ b) : ψ (i, j) = 0 := by
  have h := congrFun hψ.jz (i, j)
  rw [total_mulVec] at h
  simp only [spinZ, Matrix.diagonal_apply, ite_mul, zero_mul, Finset.sum_ite_eq,
    Finset.mem_univ, if_true, Pi.smul_apply, smul_eq_mul] at h
  have h2 : ((b : ℂ) - (((i : ℕ) : ℂ) + ((j : ℕ) : ℂ))) * ψ (i, j) = 0 := by
    linear_combination h
  rcases mul_eq_zero.mp h2 with h3 | h3
  · exact absurd (by exact_mod_cast (sub_eq_zero.mp h3).symm) hij
  · exact h3

/-- Annihilation by the raising operator fixes the ratio of the weights of neighbouring
product states with `M_L + M_S = L - S`. -/
theorem ladder_weight (hψ : IsHundLevelState a b ψ) (i i' : Fin (a + 1)) (j j' : Fin (b + 1))
    (hi : (i' : ℕ) = i + 1) (hj : (j' : ℕ) = j + 1) (hs : (i : ℕ) + j' = b) :
    ((a : ℝ) - ((i : ℕ) : ℝ)) * weight ψ i' j =
      ((b : ℝ) - ((i : ℕ) : ℝ)) * weight ψ i j' := by
  have h := congrFun hψ.raise (i, j)
  rw [total_mulVec, raising_row a (fun x => ψ (x, j)) i i' hi,
    raising_row b (fun y => ψ (i, y)) j j' hj, Pi.zero_apply] at h
  -- the two amplitudes cancel, so their moduli agree
  have h2 := congrArg (fun z : ℂ => ‖z‖ ^ 2) (eq_neg_of_add_eq_zero_left h)
  have hia : ((i : ℕ) : ℝ) ≤ a := by exact_mod_cast Nat.lt_succ_iff.mp i.2
  have hjb : ((j : ℕ) : ℝ) ≤ b := by exact_mod_cast Nat.lt_succ_iff.mp j.2
  simp only [norm_neg, norm_mul, mul_pow, Complex.norm_real, Real.norm_eq_abs, sq_abs] at h2
  rw [Real.sq_sqrt (mul_nonneg (by positivity) (sub_nonneg.2 hia)),
    Real.sq_sqrt (mul_nonneg (by positivity) (sub_nonneg.2 hjb))] at h2
  have hb : (b : ℝ) = ((i : ℕ) : ℝ) + ((j : ℕ) : ℝ) + 1 := by
    exact_mod_cast (by omega : b = (i : ℕ) + (j : ℕ) + 1)
  rw [weight_eq, weight_eq]
  apply mul_left_cancel₀ (show ((i : ℕ) : ℝ) + 1 ≠ 0 by positivity)
  rw [hb] at h2 ⊢
  linear_combination h2

/-- For `L ≥ S`, a state `ψ` with `IsHundLevelState a b ψ` has squared overlap
`(2L - 2S + 1)/(2L + 1)` with the product state `M_L = L`, `M_S = -S`, where `a = 2L` and `b = 2S`.
-/
theorem hund_weight (hab : b ≤ a) (hψ : IsHundLevelState a b ψ) :
    weight ψ 0 (Fin.last b) = ((a : ℝ) - b + 1) / ((a : ℝ) + 1) := by
  -- `p k` is the weight of the product state `M_L = L - k`, `M_S = -S + k`
  obtain ⟨p, hp⟩ : ∃ p : ℕ → ℝ, ∀ (i : Fin (a + 1)) (j : Fin (b + 1)),
      (i : ℕ) + j = b → p i = weight ψ i j := by
    refine ⟨fun k => if h : k ≤ b then
      weight ψ ⟨k, by omega⟩ ⟨b - k, by omega⟩ else 0, fun i j h => ?_⟩
    have hi : (i : ℕ) ≤ b := by omega
    have hj : (⟨b - (i : ℕ), by omega⟩ : Fin (b + 1)) = j :=
      Fin.ext (show b - (i : ℕ) = j by omega)
    simp only [dif_pos hi, Fin.eta, hj]
  have hstep : ∀ k < b, ((a : ℝ) - k) * p (k + 1) = ((b : ℝ) - k) * p k := by
    intro k hk
    have h1 : p (k + 1) = weight ψ ⟨k + 1, by omega⟩ ⟨b - (k + 1), by omega⟩ :=
      hp ⟨k + 1, by omega⟩ ⟨b - (k + 1), by omega⟩ (show k + 1 + (b - (k + 1)) = b by omega)
    have h0 : p k = weight ψ ⟨k, by omega⟩ ⟨b - k, by omega⟩ :=
      hp ⟨k, by omega⟩ ⟨b - k, by omega⟩ (show k + (b - k) = b by omega)
    rw [h1, h0]
    exact ladder_weight hψ ⟨k, by omega⟩ ⟨k + 1, by omega⟩ ⟨b - (k + 1), by omega⟩
      ⟨b - k, by omega⟩ rfl (show b - k = b - (k + 1) + 1 by omega)
      (show k + (b - k) = b by omega)
  -- the weights telescope
  have key : ∀ n ≤ b, ((a : ℝ) + 1 - b) * ∑ k ∈ Finset.range n, p k =
      ((a : ℝ) + 1) * p 0 - ((a : ℝ) + 1 - n) * p n := by
    intro n
    induction n with
    | zero => intro _; simp
    | succ n ih =>
      intro hn
      rw [Finset.sum_range_succ]
      push_cast
      linear_combination ih (by omega) + hstep n (by omega)
  -- normalisation, with the selection rule
  have hsum : ∑ k ∈ Finset.range (b + 1), p k = 1 := by
    have h := hψ.unit
    rw [Fintype.sum_prod_type_right, ← Equiv.sum_comp Fin.revPerm] at h
    rw [Finset.sum_range]
    refine Eq.trans (Finset.sum_congr rfl fun k _ => ?_) h
    have hk2 := k.2
    have hk : (k : ℕ) + ((Fin.revPerm k : Fin (b + 1)) : ℕ) = b := by
      simp only [Fin.revPerm_apply, Fin.val_rev]
      omega
    rw [Finset.sum_eq_single (⟨k, by omega⟩ : Fin (a + 1))]
    · rw [← weight_eq]
      exact hp ⟨k, by omega⟩ _ hk
    · intro x _ hx
      rw [selection hψ x _ (fun e => hx (Fin.ext (show (x : ℕ) = k by omega)))]
      simp
    · simp
  rw [Finset.sum_range_succ] at hsum
  have h0 : p 0 = weight ψ 0 (Fin.last b) := hp 0 (Fin.last b) (by simp)
  rw [← h0, eq_div_iff (by positivity)]
  linear_combination ((a : ℝ) + 1 - b) * hsum - key b le_rfl

/-- For `L ≥ S` and a state `ψ` with `IsHundLevelState a b ψ`, all product states other than
`M_L = L`, `M_S = -S` together carry the weight `2S/(2L + 1)`. -/
theorem missed_weight (hab : b ≤ a) (hψ : IsHundLevelState a b ψ) :
    ∑ x ∈ Finset.univ.erase ((0 : Fin (a + 1)), Fin.last b), weight ψ x.1 x.2 =
      (b : ℝ) / ((a : ℝ) + 1) := by
  have h := Finset.add_sum_erase Finset.univ (fun x => weight ψ x.1 x.2)
    (Finset.mem_univ ((0 : Fin (a + 1)), Fin.last b))
  have hu : ∑ x : Fin (a + 1) × Fin (b + 1), weight ψ x.1 x.2 = 1 := by
    simp only [weight_eq]
    exact hψ.unit
  have hm := hund_weight hab hψ
  have hd : ((a : ℝ) - b + 1) / ((a : ℝ) + 1) + (b : ℝ) / ((a : ℝ) + 1) = 1 := by
    rw [← add_div, div_eq_one_iff_eq (by positivity)]
    ring
  rw [hu] at h
  change weight ψ 0 (Fin.last b) + _ = 1 at h
  linarith

/-- In a state `ψ` with `IsHundLevelState a b ψ`, the weight of `M_L = L - k`, `M_S = -S + k` is
that of `M_L = L`, `M_S = -S` times the ratio of binomial coefficients `C(2S, k)/C(2L, k)`, written
without division. -/
theorem weight_distribution (hψ : IsHundLevelState a b ψ) (k : ℕ) :
    ∀ (i : Fin (a + 1)) (j : Fin (b + 1)), (i : ℕ) = k → (i : ℕ) + j = b →
      weight ψ i j * (a.choose k : ℝ) = (b.choose k : ℝ) * weight ψ 0 (Fin.last b) := by
  induction k with
  | zero =>
    intro i j hi hij
    have h1 : i = 0 := Fin.ext (by simpa using hi)
    have h2 : j = Fin.last b := Fin.ext (show (j : ℕ) = b by omega)
    simp [h1, h2]
  | succ k ih =>
    intro i j hi hij
    have hi2 := i.2
    have hka : k ≤ a := by omega
    have hkb : k ≤ b := by omega
    have h0 := ih ⟨k, by omega⟩ ⟨j + 1, by omega⟩ rfl (show k + ((j : ℕ) + 1) = b by omega)
    have lad : ((a : ℝ) - k) * weight ψ i j =
        ((b : ℝ) - k) * weight ψ ⟨k, by omega⟩ ⟨j + 1, by omega⟩ :=
      ladder_weight hψ ⟨k, by omega⟩ i j ⟨j + 1, by omega⟩ hi rfl
        (show k + ((j : ℕ) + 1) = b by omega)
    have ca := congrArg (Nat.cast : ℕ → ℝ) (Nat.choose_succ_right_eq a k)
    have cb := congrArg (Nat.cast : ℕ → ℝ) (Nat.choose_succ_right_eq b k)
    push_cast [Nat.cast_sub hka] at ca
    push_cast [Nat.cast_sub hkb] at cb
    apply mul_left_cancel₀ (show (k : ℝ) + 1 ≠ 0 by positivity)
    linear_combination weight ψ i j * ca + (a.choose k : ℝ) * lad + ((b : ℝ) - k) * h0 -
      weight ψ 0 (Fin.last b) * cb

/-- For `L ≥ S` and a state `ψ` with `IsHundLevelState a b ψ`, no product state `M_L`, `M_S` has a
larger weight in `ψ` than `M_L = L`, `M_S = -S`. -/
theorem hund_weight_largest (hab : b ≤ a) (hψ : IsHundLevelState a b ψ)
    (i : Fin (a + 1)) (j : Fin (b + 1)) : weight ψ i j ≤ weight ψ 0 (Fin.last b) := by
  have hP : 0 ≤ weight ψ 0 (Fin.last b) := sq_nonneg _
  by_cases hij : (i : ℕ) + j = b
  · have h := weight_distribution hψ i i j rfl hij
    have hc : (b.choose i : ℝ) ≤ (a.choose i : ℝ) := by
      exact_mod_cast Nat.choose_le_choose (i : ℕ) hab
    have hpos : (0 : ℝ) < (a.choose i : ℝ) := by
      exact_mod_cast Nat.choose_pos (Nat.lt_succ_iff.mp i.2)
    refine le_of_mul_le_mul_right ?_ hpos
    rw [h, mul_comm (weight ψ 0 (Fin.last b))]
    exact mul_le_mul_of_nonneg_right hc hP
  · rw [weight_eq ψ i j, selection hψ i j hij]
    simpa using hP

/-- For `L = 1`, `S = 1/2`, the combination `√(2/3) |1, -1/2⟩ - √(1/3) |0, 1/2⟩` is a unit
vector with `J_z = 1/2` annihilated by the total raising operator. -/
theorem isHundLevelState_witness : IsHundLevelState 2 1
    (fun x => ((Real.sqrt 2 / Real.sqrt 3 : ℝ) : ℂ) * ket 0 1 x -
      ((1 / Real.sqrt 3 : ℝ) : ℂ) * ket 1 0 x) := by
  refine ⟨?_, ?_, ?_⟩
  · simp [Fintype.sum_prod_type, Fin.sum_univ_succ, ket, div_pow]
    norm_num
  · ext ⟨i, j⟩
    rw [total_mulVec]
    simp only [spinZ, Matrix.diagonal_apply, ite_mul, zero_mul, Finset.sum_ite_eq,
      Finset.mem_univ, if_true, Pi.smul_apply, smul_eq_mul]
    fin_cases i <;> fin_cases j <;> simp [ket] <;> ring
  · ext ⟨i, j⟩
    rw [total_mulVec]
    fin_cases i <;> fin_cases j <;> simp [raising, ket]
    ring

end

end HundProductWeight
```

```lean
#print axioms HundProductWeight.missed_weight
#print axioms HundProductWeight.hund_weight_largest
```

```
'HundProductWeight.missed_weight' depends on axioms: [propext, Classical.choice, Quot.sound]
'HundProductWeight.hund_weight_largest' depends on axioms: [propext, Classical.choice, Quot.sound]
```

## How the Lean objects represent the coupled state

The naturals `a` and `b` are $2L$ and $2S$, which admits half-integers without fractions. An index `i` in `Fin (d + 1)` labels $M = d/2 - i$, so index `0` is the highest $M$ and `Fin.last b` is $M_S = -S$. The matrices `raising d` and `spinZ d` are $J_+$ and $J_z$ of spin $d/2$ in units of $\hbar$, with the usual positive square roots. `total A B` is $A\otimes 1 + 1\otimes B$, and `weight ψ i j` is the squared modulus of the inner product with `ket i j`.

`IsHundLevelState a b ψ` collects the three assumptions: unit norm, total $J_z = L-S$, and annihilation by the total raising operator. The last two say that $\psi$ is the top state of a $J = L-S$ multiplet, because $J^2 = J_-J_+ + J_z(J_z+1)$; the file itself works with the two conditions and defines no $J^2$.

Under `b ≤ a`, `hund_weight` states the overlap formula, `missed_weight` the sum over all other product states, and `hund_weight_largest` the maximality. `weight_distribution` gives the binomial law multiplied out.

## Selection rule, ladder and sum in the proof

`weight_eq` identifies a weight with $|\psi_{ij}|^2$. `total_mulVec` lets a total operator act on each index separately, and `raising_row` reduces a row of $J_+$ to its single nonzero entry. `selection` is the $J_z$ step.

`ladder_weight` is the recursion: it takes squared norms of the two cancelling amplitudes, removes the roots with `Real.sq_sqrt` and cancels the factor $k+1$.

In `hund_weight`, the function `p` collects the weights $p_k$ and `hstep` restates the recursion for them. `key` proves the telescoped sum by induction, and `hsum` reduces the normalisation over all pairs to the surviving ones. A final `linear_combination` joins `key` and `hsum`.

`missed_weight` subtracts from the total weight 1. `weight_distribution` is an induction on $k$ with the ladder and the matching recursion for binomial coefficients, and `hund_weight_largest` compares those coefficients.

`isHundLevelState_witness` checks that $\sqrt{2/3}\,|1,-\tfrac12\rangle - \sqrt{1/3}\,|0,\tfrac12\rangle$ meets all three conditions for $L = 1$, $S = \tfrac12$. The formula gives $2/3$ there.

## Fixed $L$ and $S$, and the top state of the level

The theorems concern two abstract angular momenta. That a determinant of orbitals realises $M_L = L$, $M_S = -S$, and that $J = L-S$ is the ground level, are physical inputs. Mixing of different $L$ and $S$ by strong spin–orbit coupling, crystal fields and orbital relaxation lie beyond the model.

The weight belongs to the state $M_J = J$; other members of the multiplet have different expansions. Maximality compares the states $|M_L, M_S\rangle$ of one term, which for several electrons are often sums of determinants. Existence of $\psi$ is shown for the one example, while for other $L \ge S$ it is the standard result on coupling two angular momenta.
